# With r modes at half occupation, every free-fermion entanglement level has degeneracy divisible by 2^r

Take a finite set of modes `ι`, with a real occupation $n_k$ for each mode $k$. In a number-conserving free-fermion state, the $n_k$ are the eigenvalues of the correlation matrix restricted to a subsystem. The many-body eigenvalues of the reduced density matrix are then products of $n_k$ and $1-n_k$; this product formula is the starting point here and is not derived.

```lean
import Mathlib

open Finset

namespace MidgapEntanglementDegeneracy

noncomputable section

variable {ι : Type*} [Fintype ι] [DecidableEq ι]
```

An occupation pattern is a finite set $S$ of filled modes. Its weight is
$$W(S)=\prod_{k\in S}n_k\prod_{k\notin S}(1-n_k).$$

```lean
/-- The many-body weight of the occupation pattern `S`: a factor `n k` for each filled mode
and `1 - n k` for each empty one. -/
def weight (n : ι → ℝ) (S : Finset ι) : ℝ :=
  (∏ k ∈ S, n k) * ∏ k ∈ Sᶜ, (1 - n k)
```

The contribution of one mode is $f_k(S)=n_k$ if $k\in S$, and $1-n_k$ otherwise.

```lean
/-- The factor that mode `k` contributes to the weight of the pattern `S`. -/
def factor (n : ι → ℝ) (S : Finset ι) (k : ι) : ℝ :=
  if k ∈ S then n k else 1 - n k
```

The midgap modes form the set $R=\{k: n_k=1/2\}$, and $r=|R|$.

```lean
/-- The midgap modes: those with occupation one half. -/
def midgap (n : ι → ℝ) : Finset ι :=
  univ.filter (fun k => n k = 1 / 2)
```

The degeneracy $g(v)$ is the number of patterns with $W(S)=v$. It is zero if $v$ is not attained.

```lean
/-- The number of occupation patterns whose weight is `v`. -/
def degeneracy (n : ι → ℝ) (v : ℝ) : ℕ :=
  (univ.filter (fun S : Finset ι => weight n S = v)).card
```

Finally, let $M_k=\max(n_k,1-n_k)$ and $W_{\rm top}=\prod_k M_k$. For physical occupations, $0\le n_k\le1$, this is the largest weight, hence the lowest level of the entanglement spectrum $-\ln W$.

```lean
/-- The product over all modes of the larger of `n k` and `1 - n k`. -/
def topWeight (n : ι → ℝ) : ℝ :=
  ∏ k, max (n k) (1 - n k)
```

Parts (a) to (d) hold for any real $n_k$; parts (e) to (g) assume the physical range, which is the hypothesis `h`.

## (a) One factor per mode

Show that $W(S)=\prod_k f_k(S)$.

**Solution.** Split the product over all modes into $k\in S$ and $k\notin S$. The factors are $n_k$ on the first part and $1-n_k$ on the second, which gives $W(S)$. In Lean, `h1` and `h2` are these two replacements, and `prod_mul_prod_compl` joins the parts.

```lean
/-- The weight of a pattern is the product of its one-mode factors. -/
theorem weight_eq_prod (n : ι → ℝ) (S : Finset ι) :
    weight n S = ∏ k, factor n S k := by
  refine Eq.trans ?_ (Finset.prod_mul_prod_compl S (factor n S))
  have h1 : ∏ k ∈ S, n k = ∏ k ∈ S, factor n S k :=
    Finset.prod_congr rfl (fun k hk => by simp [factor, hk])
  have h2 : ∏ k ∈ Sᶜ, (1 - n k) = ∏ k ∈ Sᶜ, factor n S k :=
    Finset.prod_congr rfl (fun k hk => by simp [factor, Finset.mem_compl.1 hk])
  rw [weight, h1, h2]
```

## (b) Emptying the midgap modes

Show that $W(S\setminus R)=W(S)$.

**Solution.** Compare the products from (a) factor by factor. For $k\in R$ the factor is $1/2$ whether the mode is filled or empty. For $k\notin R$ the occupation is unchanged. The proof makes the same case distinction with `by_cases`.

```lean
/-- Emptying all midgap modes does not change the weight of a pattern. -/
theorem weight_sdiff_midgap (n : ι → ℝ) (S : Finset ι) :
    weight n (S \ midgap n) = weight n S := by
  rw [weight_eq_prod, weight_eq_prod]
  refine Finset.prod_congr rfl (fun k _ => ?_)
  by_cases hk : k ∈ midgap n
  · -- a midgap mode contributes one half whether filled or empty
    have e : n k = 1 / 2 := by simpa [midgap] using hk
    simp only [factor, e]
    split_ifs <;> norm_num
  · simp [factor, hk]
```

## (c) An exact count

Show that $g(v)=2^r\,g'(v)$, where $g'(v)$ counts the patterns $T$ of weight $v$ with $T\cap R=\emptyset$.

**Solution.** Send $S$ to the pair $(A,T)=(S\cap R,\,S\setminus R)$. The inverse is $(A,T)\mapsto A\cup T$. By (b), $W(S)=W(T)$, so $S$ has weight $v$ exactly when $T$ does, while $A$ is any of the $2^r$ subsets of $R$. Lean's `card_bij'` asks for both maps, that each lands in the right set, and that they are mutually inverse; `split` recovers $A$ and $T$ from their union.

```lean
/-- The degeneracy of `v` is two to the number of midgap modes, times the number of patterns
of weight `v` in which all midgap modes are empty. -/
theorem degeneracy_eq (n : ι → ℝ) (v : ℝ) :
    degeneracy n v = 2 ^ (midgap n).card *
      ((midgap n)ᶜ.powerset.filter (fun T => weight n T = v)).card := by
  -- a pattern on the midgap modes and one on the rest are recovered from their union
  have split : ∀ A T : Finset ι, A ⊆ midgap n → T ⊆ (midgap n)ᶜ →
      (A ∪ T) ∩ midgap n = A ∧ (A ∪ T) \ midgap n = T := by
    intro A T hA hT
    constructor <;> ext k <;>
    · have h1 : k ∈ A → k ∈ midgap n := fun h => hA h
      have h2 : k ∈ T → k ∉ midgap n := fun h => Finset.mem_compl.1 (hT h)
      simp only [Finset.mem_inter, Finset.mem_sdiff, Finset.mem_union]
      tauto
  rw [degeneracy, ← Finset.card_powerset, ← Finset.card_product]
  refine Finset.card_bij' (fun S _ => (S ∩ midgap n, S \ midgap n))
    (fun p _ => p.1 ∪ p.2) ?_ ?_ ?_ ?_
  · intro S hS
    simp only [Finset.mem_filter, Finset.mem_univ, true_and] at hS
    simp only [Finset.mem_product, Finset.mem_powerset, Finset.mem_filter]
    refine ⟨Finset.inter_subset_right, ?_, ?_⟩
    · intro k hk
      exact Finset.mem_compl.2 (Finset.mem_sdiff.1 hk).2
    · rw [weight_sdiff_midgap]
      exact hS
  · rintro ⟨A, T⟩ h
    simp only [Finset.mem_product, Finset.mem_powerset, Finset.mem_filter] at h
    obtain ⟨hA, hT, hv⟩ := h
    have hw : weight n (A ∪ T) = v := by
      rw [← weight_sdiff_midgap, (split A T hA hT).2]
      exact hv
    exact Finset.mem_filter.2 ⟨Finset.mem_univ _, hw⟩
  · intro S _
    ext k
    simp only [Finset.mem_union, Finset.mem_inter, Finset.mem_sdiff]
    tauto
  · rintro ⟨A, T⟩ h
    simp only [Finset.mem_product, Finset.mem_powerset, Finset.mem_filter] at h
    exact Prod.ext (split A T h.1 h.2.1).1 (split A T h.1 h.2.1).2
```

## (d) Divisibility

Show that $2^r$ divides $g(v)$ for every real $v$.

**Solution.** By (c), $g(v)$ is $2^r$ times a natural number. The hypothesis `hr` says that exactly $r$ modes are midgap.

```lean
/-- If exactly `r` modes have occupation one half, the number of occupation patterns with
any given weight `v` is divisible by `2 ^ r`. -/
theorem two_pow_dvd_degeneracy (n : ι → ℝ) (r : ℕ) (hr : (midgap n).card = r) (v : ℝ) :
    2 ^ r ∣ degeneracy n v := by
  rw [degeneracy_eq, hr]
  exact dvd_mul_right _ _
```

## (e) A bound on every weight

For $0\le n_k\le1$, show that $W(S)\le W_{\rm top}$.

**Solution.** Each factor satisfies $0\le f_k(S)\le M_k$. Multiplying these inequalities gives the bound; `prod_le_prod` needs both halves.

```lean
/-- For occupations between zero and one, no pattern has a weight above `topWeight`. -/
theorem weight_le_topWeight (n : ι → ℝ) (h : ∀ k, 0 ≤ n k ∧ n k ≤ 1) (S : Finset ι) :
    weight n S ≤ topWeight n := by
  rw [weight_eq_prod, topWeight]
  refine Finset.prod_le_prod (fun k _ => ?_) (fun k _ => ?_)
  · unfold factor
    split_ifs <;> linarith [(h k).1, (h k).2]
  · unfold factor
    split_ifs
    · exact le_max_left _ _
    · exact le_max_right _ _
```

## (f) Which patterns reach the bound

Show that $W(S)=W_{\rm top}$ exactly when $S$ contains every mode with $n_k>1/2$ and no mode with $n_k<1/2$.

**Solution.** Note that $M_k\ge1/2>0$. If $f_k(S)<M_k$ for some $k$, then
$$W(S)=f_k(S)\prod_{j\ne k}f_j(S)\le f_k(S)\prod_{j\ne k}M_j<M_k\prod_{j\ne k}M_j=W_{\rm top}.$$
Equality therefore forces $f_k(S)=M_k$ for every $k$, which is `key` in the proof. If $n_k>1/2$, then $M_k=n_k>1-n_k$ and the mode must be filled; if $n_k<1/2$, it must be empty. Conversely, a pattern obeying the rule has $f_k(S)=M_k$ in every mode, so the products agree.

```lean
/-- For occupations between zero and one, a pattern has weight `topWeight` exactly when it fills
every mode with occupation above one half and leaves empty every mode with occupation below. -/
theorem weight_eq_topWeight_iff (n : ι → ℝ) (h : ∀ k, 0 ≤ n k ∧ n k ≤ 1) (S : Finset ι) :
    weight n S = topWeight n ↔
      ∀ k, (1 / 2 < n k → k ∈ S) ∧ (n k < 1 / 2 → k ∉ S) := by
  have h0 : ∀ k, 0 ≤ factor n S k := by
    intro k
    unfold factor
    split_ifs <;> linarith [(h k).1, (h k).2]
  have hle : ∀ k, factor n S k ≤ max (n k) (1 - n k) := by
    intro k
    unfold factor
    split_ifs
    · exact le_max_left _ _
    · exact le_max_right _ _
  have hpos : ∀ k, 0 < max (n k) (1 - n k) := by
    intro k
    linarith [le_max_left (n k) (1 - n k), le_max_right (n k) (1 - n k)]
  rw [weight_eq_prod, topWeight]
  constructor
  · intro heq k
    -- one factor below its maximum would lower the whole product
    have key : factor n S k = max (n k) (1 - n k) := by
      by_contra hne
      have hlt := lt_of_le_of_ne (hle k) hne
      have e1 := Finset.mul_prod_erase univ (factor n S) (Finset.mem_univ k)
      have e2 := Finset.mul_prod_erase univ (fun j => max (n j) (1 - n j)) (Finset.mem_univ k)
      have hPQ : ∏ j ∈ univ.erase k, factor n S j ≤
          ∏ j ∈ univ.erase k, max (n j) (1 - n j) :=
        Finset.prod_le_prod (fun j _ => h0 j) (fun j _ => hle j)
      have hQ : 0 < ∏ j ∈ univ.erase k, max (n j) (1 - n j) :=
        Finset.prod_pos (fun j _ => hpos j)
      have a1 := mul_le_mul_of_nonneg_left hPQ (h0 k)
      have a2 := mul_lt_mul_of_pos_right hlt hQ
      linarith
    have l1 := le_max_left (n k) (1 - n k)
    have l2 := le_max_right (n k) (1 - n k)
    constructor
    · intro hk
      by_contra hS
      simp only [factor, if_neg hS] at key
      linarith
    · intro hk hS
      simp only [factor, if_pos hS] at key
      linarith
  · intro hS
    refine Finset.prod_congr rfl (fun k _ => ?_)
    by_cases hk : k ∈ S
    · have : 1 / 2 ≤ n k := not_lt.1 (fun hlt => (hS k).2 hlt hk)
      rw [factor, if_pos hk, max_eq_left (by linarith)]
    · have : n k ≤ 1 / 2 := not_lt.1 (fun hlt => hk ((hS k).1 hlt))
      rw [factor, if_neg hk, max_eq_right (by linarith)]
```

## (g) The top weight is exactly 2^r-fold degenerate

Show that $g(W_{\rm top})=2^r$.

**Solution.** By (c), count the patterns of weight $W_{\rm top}$ with all midgap modes empty. By (f), the only one is $\{k:n_k>1/2\}$, so $g'(W_{\rm top})=1$. In Lean, `hs` identifies the filtered set with this singleton. The factor $2^r$ in (d) is thus attained for every choice of physical occupations.

For a non-interacting state with finitely many modes, $r$ exact midgap modes thus show up as a $2^r$-fold lowest entanglement level. Only modes with $n_k=1/2$ exactly count towards $r$: a mode that is merely close to half occupation adds no factor of two to the degeneracy of this level.

```lean
/-- For occupations between zero and one, the number of patterns with weight `topWeight` is
exactly two to the number of midgap modes. -/
theorem degeneracy_topWeight (n : ι → ℝ) (h : ∀ k, 0 ≤ n k ∧ n k ≤ 1) :
    degeneracy n (topWeight n) = 2 ^ (midgap n).card := by
  -- away from the midgap modes the optimal pattern is unique
  have hs : (midgap n)ᶜ.powerset.filter (fun T => weight n T = topWeight n) =
      {univ.filter (fun k => 1 / 2 < n k)} := by
    ext T
    simp only [Finset.mem_filter, Finset.mem_powerset, Finset.mem_singleton,
      weight_eq_topWeight_iff n h]
    constructor
    · rintro ⟨hT, hw⟩
      ext k
      simp only [Finset.mem_filter, Finset.mem_univ, true_and]
      refine ⟨fun hk => ?_, (hw k).1⟩
      have hm : k ∉ midgap n := Finset.mem_compl.1 (hT hk)
      have hne : n k ≠ 1 / 2 := fun e => hm (Finset.mem_filter.2 ⟨Finset.mem_univ k, e⟩)
      by_contra hlt
      exact (hw k).2 (lt_of_le_of_ne (not_lt.1 hlt) hne) hk
    · rintro rfl
      refine ⟨fun k hk => Finset.mem_compl.2 (fun hm => ?_), fun k => ⟨fun hk => ?_, ?_⟩⟩
      · have a : 1 / 2 < n k := (Finset.mem_filter.1 hk).2
        have b : n k = 1 / 2 := (Finset.mem_filter.1 hm).2
        linarith
      · exact Finset.mem_filter.2 ⟨Finset.mem_univ k, hk⟩
      · intro hk hm
        have a : 1 / 2 < n k := (Finset.mem_filter.1 hm).2
        linarith
  rw [degeneracy_eq, hs, Finset.card_singleton, mul_one]

end

end MidgapEntanglementDegeneracy
```

```lean
#print axioms MidgapEntanglementDegeneracy.two_pow_dvd_degeneracy
#print axioms MidgapEntanglementDegeneracy.weight_le_topWeight
#print axioms MidgapEntanglementDegeneracy.degeneracy_topWeight
```

```
'MidgapEntanglementDegeneracy.two_pow_dvd_degeneracy' depends on axioms: [propext, Classical.choice, Quot.sound]
'MidgapEntanglementDegeneracy.weight_le_topWeight' depends on axioms: [propext, Classical.choice, Quot.sound]
'MidgapEntanglementDegeneracy.degeneracy_topWeight' depends on axioms: [propext, Classical.choice, Quot.sound]
```
